# At fixed U > 0, the exact single-pole Casida kernel of the symmetric Hubbard dimer diverges as the hopping vanishes

## The kernel as one number

The exchange-correlation kernel of linear-response TDDFT is a function of positions and frequency. Here it is represented, together with the Hartree term, by one real matrix element \(K\), chosen separately at each hopping \(t>0\) so that the single-pole Casida equation

\[
w^2=\Delta(\Delta+4K)
\]

returns the exact excitation energy \(w\) from the ground state of the two-electron dimer to its odd ionic singlet. The Kohn–Sham gap is \(\Delta=2t\), the bonding–antibonding splitting of a non-interacting symmetric dimer with the same hopping. The file takes this equation and this gap as given.

## The excitation that the density sees

Let \(U>0\) be the on-site repulsion. In the singlet basis (covalent, even ionic, odd ionic), the Hamiltonian and the site-occupation difference are

\[
H=\begin{pmatrix}0&-2t&0\\-2t&U&0\\0&0&U\end{pmatrix},\qquad
D=\begin{pmatrix}0&0&0\\0&0&2\\0&2&0\end{pmatrix}.
\]

The even block has lowest energy \(E=(U-\sqrt{U^2+16t^2})/2\), with unnormalised eigenvector \(g=(2t,-E,0)\). The odd state \(o=(0,0,1)\) has energy \(U\), so

\[
w=U-E=\tfrac12\left(U+\sqrt{U^2+16t^2}\right).
\]

Since \(Dg=-2E\,o\) and \(E<0\), a perturbation proportional to \(D\) couples the ground state only to the odd state, which motivates keeping a single pole. With \(g\) normalised, the matrix element is \(-2E/\sqrt{4t^2+E^2}\).

## Solving for the kernel

Squaring \(2w-U=\sqrt{U^2+16t^2}\) gives \(w^2=Uw+4t^2\). The Casida equation reads \(w^2=4t^2+8tK\), hence

\[
K=\frac{Uw}{8t}.
\]

From \(w>U\) and \(w-U=4t^2/w<4t^2/U\) it follows that

\[
\frac{U^2}{8t}<K<\frac{U^2}{8t}+\frac t2 .
\]

As \(t\to0^+\), \(w\to U\). Therefore \(tK=Uw/8\to U^2/8\), and the lower bound forces \(K\to+\infty\).

Now let \(t=t_0e^{-aR}\) with \(t_0,a>0\), a model of the overlap between orbital tails at separation \(R\). Then \(e^{-aR}K=tK/t_0\to U^2/(8t_0)\), so the kernel grows exponentially with separation.

## The statement in Lean

`exactExcitation U t` is \(w\), and `casidaSq (2 * t) K` is the right-hand side of the Casida equation. The first half of `exact_kernel_diverges` says that exactly one \(K\) solves the equation at each \(t>0\). The second half takes any function `K : ℝ → ℝ` that solves it for all positive \(t\) and gives both limits; `𝓝[>] 0` means approach from above, and values of `K` at \(t\le0\) play no role.

`exact_spectrum` gives two eigenvalue equations and a lower bound on the energy. For \(t\ne0\) the vector `groundState` is non-zero, and together they identify \(E\) as the lowest singlet energy and \(w\) as the excitation energy to the odd state.

## A negative U, and a bounded kernel in practice

The condition \(U>0\) matters. For \(U=-1\), \(w^2+w=4t^2\) gives \(0<w<4t^2\), so \(K=-w/(8t)\) lies between \(-t/2\) and \(0\). Then \(tK\to0\) rather than \(1/8\), and nothing diverges.

A practical linear-response TDDFT calculation works in the other direction: it starts from Kohn–Sham orbitals and an approximate kernel and obtains the excitation energies, usually from an eigenvalue problem over many orbital pairs. With a single pair, a frequency-independent kernel and no Tamm–Dancoff approximation, this reduces to inserting \(\Delta\) and \(K\) in the equation above and taking the square root. In this two-site model, the Hartree-exchange value \(K=U/4\) gives \(w=\sqrt{2t(2t+U)}\), which falls to zero as the bond is stretched, while the exact value tends to \(U\). With \(\Delta=2t\), any kernel element that stays bounded as \(t\to0^+\) likewise gives \(w^2\to0\).

## The complete file

```lean
import Mathlib

open Filter Topology Matrix

namespace HubbardDimerKernel

noncomputable section

/-- Singlet Hamiltonian of the symmetric Hubbard dimer in the basis
(covalent, even ionic, odd ionic), with on-site repulsion `U` and hopping `t`. -/
def singletH (U t : ℝ) : Matrix (Fin 3) (Fin 3) ℝ :=
  !![0, -2 * t, 0; -2 * t, U, 0; 0, 0, U]

/-- Difference of the two site occupations, in the same singlet basis. -/
def occupationDifference : Matrix (Fin 3) (Fin 3) ℝ :=
  !![0, 0, 0; 0, 0, 2; 0, 2, 0]

/-- The singlet ground-state energy of the dimer. -/
def groundEnergy (U t : ℝ) : ℝ := (U - Real.sqrt (U ^ 2 + 16 * t ^ 2)) / 2

/-- A vector in the even singlet block; for `t ≠ 0` it is the unnormalised ground state, a mixture
of covalent and even ionic configurations. -/
def groundState (U t : ℝ) : Fin 3 → ℝ := ![2 * t, -groundEnergy U t, 0]

/-- The odd ionic singlet. -/
def oddState : Fin 3 → ℝ := ![0, 0, 1]

/-- The exact excitation energy of the dimer from the singlet ground state to the odd ionic singlet.
-/
def exactExcitation (U t : ℝ) : ℝ := (U + Real.sqrt (U ^ 2 + 16 * t ^ 2)) / 2

/-- Squared excitation energy from the single-pole Casida equation, for a Kohn-Sham gap
`gap` and a kernel matrix element `K`. -/
def casidaSq (gap K : ℝ) : ℝ := gap * (gap + 4 * K)

/-- The ground-state energy solves the characteristic equation of the even singlet block. -/
theorem groundEnergy_sq (U t : ℝ) :
    groundEnergy U t ^ 2 = U * groundEnergy U t + 4 * t ^ 2 := by
  have h := Real.sq_sqrt (show 0 ≤ U ^ 2 + 16 * t ^ 2 by positivity)
  unfold groundEnergy
  linear_combination h / 4

/-- The square of the exact excitation energy `w` is `U w + 4 t ^ 2`. -/
theorem exactExcitation_sq (U t : ℝ) :
    exactExcitation U t ^ 2 = U * exactExcitation U t + 4 * t ^ 2 := by
  have h := Real.sq_sqrt (show 0 ≤ U ^ 2 + 16 * t ^ 2 by positivity)
  unfold exactExcitation
  linear_combination h / 4

/-- For `U > 0`, the vectors `groundState U t` and `oddState` satisfy the eigenvalue equations of
the Hamiltonian with values that differ by `exactExcitation U t`, and for every real vector `x` the
quadratic form of the Hamiltonian is at least `groundEnergy U t` times `x ⬝ᵥ x`. -/
theorem exact_spectrum {U : ℝ} (hU : 0 < U) (t : ℝ) :
    singletH U t *ᵥ groundState U t = groundEnergy U t • groundState U t ∧
    singletH U t *ᵥ oddState = (groundEnergy U t + exactExcitation U t) • oddState ∧
    ∀ x : Fin 3 → ℝ, groundEnergy U t * (x ⬝ᵥ x) ≤ x ⬝ᵥ (singletH U t *ᵥ x) := by
  have hE := groundEnergy_sq U t
  have hsum : groundEnergy U t + exactExcitation U t = U := by
    unfold groundEnergy exactExcitation
    ring
  refine ⟨?_, ?_, fun x => ?_⟩
  · ext i
    fin_cases i <;>
      simp [singletH, groundState, Matrix.mulVec, dotProduct, Fin.sum_univ_three] <;>
      first
        | ring1
        | linear_combination hE
  · rw [hsum]
    ext i
    fin_cases i <;>
      simp [singletH, oddState, Matrix.mulVec, dotProduct, Fin.sum_univ_three]
  · have hpos : 0 < U - groundEnergy U t := by
      have := Real.sqrt_nonneg (U ^ 2 + 16 * t ^ 2)
      unfold groundEnergy
      linarith
    have key : x ⬝ᵥ (singletH U t *ᵥ x) - groundEnergy U t * (x ⬝ᵥ x) =
        -groundEnergy U t * x 0 ^ 2 - 4 * t * x 0 * x 1
          + (U - groundEnergy U t) * x 1 ^ 2 + (U - groundEnergy U t) * x 2 ^ 2 := by
      simp [singletH, Matrix.mulVec, dotProduct, Fin.sum_univ_three]
      ring
    -- after multiplication by the excitation energy the form is a sum of squares
    have hsq : (U - groundEnergy U t) *
        (x ⬝ᵥ (singletH U t *ᵥ x) - groundEnergy U t * (x ⬝ᵥ x)) =
        (2 * t * x 0 - (U - groundEnergy U t) * x 1) ^ 2
          + ((U - groundEnergy U t) * x 2) ^ 2 := by
      rw [key]
      linear_combination x 0 ^ 2 * hE
    have hnn : 0 ≤ (U - groundEnergy U t) *
        (x ⬝ᵥ (singletH U t *ᵥ x) - groundEnergy U t * (x ⬝ᵥ x)) := by
      rw [hsq]
      positivity
    exact sub_nonneg.1 ((mul_nonneg_iff_of_pos_left hpos).1 hnn)

/-- For positive hopping, the occupation difference takes the unnormalised ground state to a
non-zero multiple of the odd ionic singlet. -/
theorem density_response_single_pole (U : ℝ) {t : ℝ} (ht : 0 < t) :
    occupationDifference *ᵥ groundState U t = (-2 * groundEnergy U t) • oddState ∧
    -2 * groundEnergy U t ≠ 0 := by
  constructor
  · ext i
    fin_cases i <;>
      simp [occupationDifference, groundState, oddState, Matrix.mulVec, dotProduct,
        Fin.sum_univ_three]
  · have h : U < Real.sqrt (U ^ 2 + 16 * t ^ 2) :=
      Real.lt_sqrt_of_sq_lt (by nlinarith [pow_pos ht 2])
    have h2 : 0 < -2 * groundEnergy U t := by
      unfold groundEnergy
      linarith
    exact h2.ne'

/-- For `t > 0` and Kohn-Sham gap `2 t`, the Casida equation gives the exact excitation energy `w`
precisely when the kernel matrix element equals `U w / (8 t)`. -/
theorem exact_kernel_iff (U : ℝ) {t : ℝ} (ht : 0 < t) (K : ℝ) :
    exactExcitation U t ^ 2 = casidaSq (2 * t) K ↔
      K = U * exactExcitation U t / (8 * t) := by
  have hs := exactExcitation_sq U t
  have h8 : 8 * t ≠ 0 := by positivity
  rw [eq_div_iff h8]
  unfold casidaSq
  constructor
  · intro h
    linear_combination hs - h
  · intro h
    linear_combination hs - h

/-- For positive `U` and `t`, the exact kernel exceeds `U ^ 2 / (8 t)`, by less than `t / 2`. -/
theorem exact_kernel_bounds {U t K : ℝ} (hU : 0 < U) (ht : 0 < t)
    (hK : exactExcitation U t ^ 2 = casidaSq (2 * t) K) :
    U ^ 2 / (8 * t) < K ∧ K < U ^ 2 / (8 * t) + t / 2 := by
  have hs := exactExcitation_sq U t
  have h8 : 0 < 8 * t := by positivity
  have hw : U < exactExcitation U t := by
    have h : U < Real.sqrt (U ^ 2 + 16 * t ^ 2) :=
      Real.lt_sqrt_of_sq_lt (by nlinarith [pow_pos ht 2])
    unfold exactExcitation
    linarith
  have hk : K * (8 * t) = U * exactExcitation U t := by
    unfold casidaSq at hK
    linear_combination hs - hK
  constructor
  · rw [div_lt_iff₀ h8, hk]
    nlinarith [mul_pos hU (sub_pos.2 hw)]
  · have h : K - t / 2 < U ^ 2 / (8 * t) := by
      rw [lt_div_iff₀ h8]
      nlinarith [pow_pos (sub_pos.2 hw) 2]
    linarith

/-- Let `U > 0`. For each positive hopping exactly one kernel value reproduces the exact excitation
energy; as the hopping `t` tends to zero from above, `t` times this kernel tends to `U ^ 2 / 8` and
the kernel itself tends to plus infinity. -/
theorem exact_kernel_diverges {U : ℝ} (hU : 0 < U) :
    (∀ t : ℝ, 0 < t → ∃! K : ℝ, exactExcitation U t ^ 2 = casidaSq (2 * t) K) ∧
    ∀ K : ℝ → ℝ, (∀ t, 0 < t → exactExcitation U t ^ 2 = casidaSq (2 * t) (K t)) →
      Tendsto (fun t => t * K t) (𝓝[>] 0) (𝓝 (U ^ 2 / 8)) ∧
      Tendsto K (𝓝[>] 0) atTop := by
  refine ⟨fun t ht => ⟨_, (exact_kernel_iff U ht _).2 rfl,
    fun K h => (exact_kernel_iff U ht K).1 h⟩, fun K hK => ⟨?_, ?_⟩⟩
  · -- t K equals U w / 8, which is continuous in the hopping
    have hc : Continuous (fun t => U * exactExcitation U t / 8) := by
      unfold exactExcitation
      fun_prop
    have h0 : Tendsto (fun t => U * exactExcitation U t / 8) (𝓝[>] 0)
        (𝓝 (U * exactExcitation U 0 / 8)) :=
      (hc.tendsto 0).mono_left nhdsWithin_le_nhds
    have hw0 : exactExcitation U 0 = U := by
      unfold exactExcitation
      rw [show U ^ 2 + 16 * (0 : ℝ) ^ 2 = U ^ 2 by ring, Real.sqrt_sq hU.le]
      ring
    rw [hw0, show U * U / 8 = U ^ 2 / 8 by ring] at h0
    refine h0.congr' ?_
    filter_upwards [self_mem_nhdsWithin] with t ht
    have h := hK t ht
    have hs := exactExcitation_sq U t
    unfold casidaSq at h
    linear_combination (h - hs) / 8
  · -- the lower bound U ^ 2 / (8 t) already diverges
    have hpos : 0 < U ^ 2 / 8 := by positivity
    have hinv : Tendsto (fun t : ℝ => U ^ 2 / 8 * t⁻¹) (𝓝[>] 0) atTop :=
      tendsto_inv_nhdsGT_zero.const_mul_atTop hpos
    refine tendsto_atTop_mono' _ ?_ hinv
    filter_upwards [self_mem_nhdsWithin] with t ht
    have h := (exact_kernel_bounds hU ht (hK t ht)).1
    rw [← div_eq_mul_inv, div_div]
    exact h.le

/-- Let `U`, `t₀` and `a` be positive. If the hopping decays with separation `R` as `t₀ exp (-a R)`,
the exact kernel multiplied by `exp (-a R)` tends to `U ^ 2 / (8 t₀)` at large separation. -/
theorem exact_kernel_exponential_growth {U t₀ a : ℝ} (hU : 0 < U) (h₀ : 0 < t₀) (ha : 0 < a)
    (K : ℝ → ℝ) (hK : ∀ t, 0 < t → exactExcitation U t ^ 2 = casidaSq (2 * t) (K t)) :
    Tendsto (fun R => Real.exp (-(a * R)) * K (t₀ * Real.exp (-(a * R)))) atTop
      (𝓝 (U ^ 2 / (8 * t₀))) := by
  have h1 : Tendsto (fun R : ℝ => Real.exp (-(a * R))) atTop (𝓝 0) :=
    Real.tendsto_exp_neg_atTop_nhds_zero.comp (tendsto_id.const_mul_atTop ha)
  have h2 := h1.const_mul t₀
  rw [mul_zero] at h2
  have h3 : Tendsto (fun R : ℝ => t₀ * Real.exp (-(a * R))) atTop (𝓝[>] 0) :=
    tendsto_nhdsWithin_iff.2
      ⟨h2, Eventually.of_forall fun R => mul_pos h₀ (Real.exp_pos _)⟩
  have h4 := ((((exact_kernel_diverges hU).2 K hK).1).comp h3).const_mul t₀⁻¹
  have hlim : t₀⁻¹ * (U ^ 2 / 8) = U ^ 2 / (8 * t₀) := by
    rw [mul_comm, ← div_eq_mul_inv, div_div]
  rw [hlim] at h4
  refine h4.congr fun R => ?_
  show t₀⁻¹ * (t₀ * Real.exp (-(a * R)) * K (t₀ * Real.exp (-(a * R)))) = _
  rw [mul_assoc t₀, inv_mul_cancel_left₀ h₀.ne']

end

end HubbardDimerKernel
```

```lean
#print axioms HubbardDimerKernel.exact_spectrum
#print axioms HubbardDimerKernel.density_response_single_pole
#print axioms HubbardDimerKernel.exact_kernel_diverges
#print axioms HubbardDimerKernel.exact_kernel_exponential_growth
```

```
'HubbardDimerKernel.exact_spectrum' depends on axioms: [propext, Classical.choice, Quot.sound]
'HubbardDimerKernel.density_response_single_pole' depends on axioms: [propext, Classical.choice, Quot.sound]
'HubbardDimerKernel.exact_kernel_diverges' depends on axioms: [propext, Classical.choice, Quot.sound]
'HubbardDimerKernel.exact_kernel_exponential_growth' depends on axioms: [propext, Classical.choice, Quot.sound]
```

## How the proof follows the algebra

`groundEnergy_sq` and `exactExcitation_sq` supply the two quadratic identities. In `exact_spectrum` the eigenvector equations are checked component by component. The variational bound comes from a sum of squares:

\[
(U-E)\left(x\cdot Hx-E\,x\cdot x\right)=\left(2tx_0-(U-E)x_1\right)^2+\left((U-E)x_2\right)^2 .
\]

Dividing by \(U-E>0\) gives the claim. `density_response_single_pole` computes \(Dg\) and shows that its coefficient is non-zero.

`exact_kernel_iff` clears the denominator \(8t\); `linear_combination` then derives each equation from the other and the identity for \(w^2\). In `exact_kernel_bounds`, the upper bound uses \(8t(K-t/2)=U^2-(w-U)^2<U^2\), equivalent to the estimate above.

`exact_kernel_diverges` gets the first limit from continuity of \(Uw/8\) at \(t=0\), and the second by comparison with \(U^2/(8t)\). `exact_kernel_exponential_growth` composes the first limit with \(t_0e^{-aR}\to0^+\) and divides by \(t_0\).
